# If one configuration minimises every block energy, the ground states are exactly the configurations that do so

## A periodic crystal as a finite abelian group

The sites are taken to be the elements of a finite abelian group $G$, so that translating a block of sites means adding a group element. This describes a supercell with periodic boundary conditions for a crystal with one site per primitive cell: a ring of $N$ sites is $\mathbb Z/N$, and a three-dimensional cell is a product of three such rings. There are no surfaces, and every site is the origin of one translate of the block.

A configuration $\sigma : G \to S$ assigns to each site a state from a set $S$, for instance a chemical species. A block is a family of offsets $b_i \in G$, with $i$ in an index set $\iota$. Its translate at $g$ shows the pattern
$$(P_g\sigma)_i = \sigma(g + b_i).$$
A block energy $h$ assigns a real number to each pattern, and the total energy is
$$H(\sigma) = \sum_{g \in G} h(P_g\sigma).$$

On such a lattice, a translation-invariant cluster expansion of finite range has this form once its interactions are collected into one block. For such a classical model on a finite periodic cell, the result below certifies a proposed ground state by inspecting blocks, provided that the configuration gives every translate the lowest block energy.

## The bound and the ground states

Let $N$ be the number of sites, and let $h(p) \ge h_0$ for every pattern $p$. Then
$$H(\sigma) - N h_0 = \sum_{g}\bigl[h(P_g\sigma) - h_0\bigr] \ge 0.$$
A sum of non-negative terms vanishes only if each term does, so $H(\sigma) = N h_0$ exactly when every translate has energy $h_0$.

Now suppose that some configuration $\sigma_0$ has energy $h_0$ on every translate. Physically, the blocks are not frustrated: overlapping blocks can all be satisfied at once. If $\sigma$ is a ground state, then
$$N h_0 \le H(\sigma) \le H(\sigma_0) = N h_0,$$
so $\sigma$ also has energy $h_0$ on every translate. Conversely, a configuration with this property has $H(\sigma) = N h_0 \le H(\tau)$ for every $\tau$, and is a ground state.

## Moving a one-site energy within the block

Different block energies can give the same $H$. For a function $f : S \to \mathbb R$ and two block positions $i, j$, put
$$h'(p) = h(p) + f(p_i) - f(p_j).$$
As $g$ runs over $G$, so does $g + b_i$, and therefore
$$\sum_g f(\sigma(g+b_i)) = \sum_g f(\sigma(g)) = \sum_g f(\sigma(g+b_j)).$$
The added terms cancel, and $h'$ has the same total energy as $h$. The criterion may thus be applied to $h'$.

This can help. On a ring with block positions $0$ and $1$, take $h(p) = f(p_1) - f(p_0)$ with $f$ not constant on two species. The minimum of $h$ is negative but $H = 0$ always, so no configuration attains it everywhere. With $i=0$ and $j=1$, $h'$ is zero and the criterion applies.

## A binary alloy on a ring

Let $G = \mathbb Z/N$ with $N \ge 1$, and let the species be $0$ and $1$ in $\mathbb Z/2$. A bond joins $g$ to $g+1$, with energy $J > 0$ for like species and $-J$ for unlike ones. Here $h_0 = -J$, and the bound is $H \ge -NJ$.

If $N$ is even, $\sigma_0(g) = g \bmod 2$ is well defined and changes at every step. The ground states are then exactly the configurations in which all neighbours are unlike.

If the bound is attained for some $N$, all neighbours are unlike, which in $\mathbb Z/2$ means $\sigma(g+1) = \sigma(g) + 1$. Summing over the ring gives
$$\sum_g \sigma(g) = \sum_g \sigma(g+1) = \sum_g \sigma(g) + N \quad\text{in } \mathbb Z/2,$$
so $N$ is even. On an odd ring the criterion with this $h$ and $h_0 = -J$ does not apply.

The smallest rings show both cases. For $N=1$ the site is its own neighbour, so $H = J$ and the bound $-J$ is missed. For $N=2$ the two translates join the same pair of sites, so that pair is counted twice; the ground states are $(0,1)$ and $(1,0)$, with $H = -2J$.

## Reading the Lean statements

`block b σ g` is the pattern $P_g\sigma$, and `energy b h σ` is $H(\sigma)$. `IsGroundState b h σ` says that $\sigma$ has the lowest energy among all configurations, with no constraint on composition; a chemical potential, if wanted, belongs in `h`.

The hypothesis `hmin` is the bound $h \ge h_0$ over all patterns, including any that cannot occur on a small cell. In `isGroundState_iff`, `hσ₀` is the assumption that $\sigma_0$ attains the bound on every translate. Both must be supplied for a given model, and the theorem does not search for $h_0$ or $\sigma_0$. In the ring example, `pair N` holds the offsets $0$ and $1$, and `bond J` is the bond energy.

The theorems concern finite cells and energies only. They do not treat infinite crystals, fixed composition or temperature, and they leave the ground states of odd rings undetermined.

```lean
import Mathlib

open Finset

namespace BlockGroundStates

noncomputable section

variable {G S ι : Type*} [AddCommGroup G] [Fintype G]

/-- The pattern that the configuration `σ` shows on the block with offsets `b`,
translated to the site `g`. -/
def block (b : ι → G) (σ : G → S) (g : G) : ι → S := fun i => σ (g + b i)

/-- The total energy: the block energy `h` summed over all translates of the block. -/
def energy (b : ι → G) (h : (ι → S) → ℝ) (σ : G → S) : ℝ := ∑ g, h (block b σ g)

/-- A ground state is a configuration whose total energy is no higher than that of any other. -/
def IsGroundState (b : ι → G) (h : (ι → S) → ℝ) (σ : G → S) : Prop :=
  ∀ τ : G → S, energy b h σ ≤ energy b h τ

/-- If no block pattern has energy below `h₀`, the total energy is at least `h₀` times
the number of sites. -/
theorem card_mul_le_energy {b : ι → G} {h : (ι → S) → ℝ} {h₀ : ℝ}
    (hmin : ∀ p, h₀ ≤ h p) (σ : G → S) :
    (Fintype.card G : ℝ) * h₀ ≤ energy b h σ := by
  calc (Fintype.card G : ℝ) * h₀ = ∑ _g : G, h₀ := by
        rw [sum_const, card_univ, nsmul_eq_mul]
    _ ≤ energy b h σ := sum_le_sum fun g _ => hmin (block b σ g)

/-- If no block pattern has energy below `h₀`, a configuration reaches the lower bound
exactly when each translate of the block has energy `h₀`. -/
theorem energy_eq_iff {b : ι → G} {h : (ι → S) → ℝ} {h₀ : ℝ}
    (hmin : ∀ p, h₀ ≤ h p) (σ : G → S) :
    energy b h σ = (Fintype.card G : ℝ) * h₀ ↔ ∀ g, h (block b σ g) = h₀ := by
  have hsum : (Fintype.card G : ℝ) * h₀ = ∑ _g : G, h₀ := by
    rw [sum_const, card_univ, nsmul_eq_mul]
  -- sums ordered term by term agree only if all terms agree
  have key := sum_eq_sum_iff_of_le (s := (univ : Finset G)) (f := fun _ => h₀)
    (g := fun g => h (block b σ g)) (fun g _ => hmin (block b σ g))
  rw [hsum]
  constructor
  · intro e g
    exact (key.1 e.symm g (mem_univ g)).symm
  · intro e
    exact (key.2 fun g _ => (e g).symm).symm

/-- Let no block pattern have energy below `h₀`, and let some configuration `σ₀` have energy
`h₀` on every translate of the block. Then the ground states are exactly the configurations
with energy `h₀` on every translate. -/
theorem isGroundState_iff {b : ι → G} {h : (ι → S) → ℝ} {h₀ : ℝ}
    (hmin : ∀ p, h₀ ≤ h p) {σ₀ : G → S} (hσ₀ : ∀ g, h (block b σ₀ g) = h₀) (σ : G → S) :
    IsGroundState b h σ ↔ ∀ g, h (block b σ g) = h₀ := by
  rw [← energy_eq_iff hmin σ]
  constructor
  · intro hg
    -- compare the ground state with the given configuration
    have h1 := hg σ₀
    rw [(energy_eq_iff hmin σ₀).2 hσ₀] at h1
    exact le_antisymm h1 (card_mul_le_energy hmin σ)
  · intro e τ
    rw [e]
    exact card_mul_le_energy hmin τ

/-- The block energy `h` with a one-site energy `f` added at block position `i` and
subtracted at block position `j`. -/
def shift (h : (ι → S) → ℝ) (f : S → ℝ) (i j : ι) (p : ι → S) : ℝ :=
  h p + (f (p i) - f (p j))

/-- Moving a one-site energy between two positions of the block leaves the total energy
of every configuration unchanged. -/
theorem energy_shift (b : ι → G) (h : (ι → S) → ℝ) (f : S → ℝ) (i j : ι) (σ : G → S) :
    energy b (shift h f i j) σ = energy b h σ := by
  -- a sum over all sites does not notice a translation
  have e : ∀ a : G, ∑ g, f (σ (g + a)) = ∑ g, f (σ g) := fun a =>
    Equiv.sum_comp (Equiv.addRight a) (fun g => f (σ g))
  simp only [energy, shift, block, sum_add_distrib, sum_sub_distrib]
  linarith [e (b i), e (b j)]

/-- If the shifted block energy is never below `c`, and some configuration gives it the value
`c` on every translate, then the ground states of the original energy are exactly the
configurations that do so. -/
theorem isGroundState_iff_shift {b : ι → G} {h : (ι → S) → ℝ} {f : S → ℝ} {i j : ι} {c : ℝ}
    (hmin : ∀ p, c ≤ shift h f i j p) {σ₀ : G → S}
    (hσ₀ : ∀ g, shift h f i j (block b σ₀ g) = c) (σ : G → S) :
    IsGroundState b h σ ↔ ∀ g, shift h f i j (block b σ g) = c := by
  rw [← isGroundState_iff hmin hσ₀ σ]
  simp only [IsGroundState, energy_shift]

/-- The nearest-neighbour block on a ring of `N` sites: a site and its successor. -/
def pair (N : ℕ) : Fin 2 → ZMod N := ![0, 1]

/-- The bond energy of a binary alloy with species `0` and `1`: `J` for like neighbours
and `-J` for unlike neighbours. -/
def bond (J : ℝ) (p : Fin 2 → ZMod 2) : ℝ := if p 0 = p 1 then J else -J

/-- For `J > 0` no bond has energy below `-J`. -/
theorem neg_le_bond {J : ℝ} (hJ : 0 < J) (p : Fin 2 → ZMod 2) : -J ≤ bond J p := by
  unfold bond
  split_ifs <;> linarith

/-- For `J > 0` a bond of the ring has energy `-J` exactly when its two sites carry
different species. -/
theorem bond_eq_iff {N : ℕ} {J : ℝ} (hJ : 0 < J) (σ : ZMod N → ZMod 2) (g : ZMod N) :
    bond J (block (pair N) σ g) = -J ↔ σ g ≠ σ (g + 1) := by
  have e0 : block (pair N) σ g 0 = σ g := by simp [block, pair]
  have e1 : block (pair N) σ g 1 = σ (g + 1) := by simp [block, pair]
  unfold bond
  rw [e0, e1]
  split_ifs with h
  · exact ⟨fun e => by exfalso; linarith, fun h' => absurd h h'⟩
  · exact ⟨fun _ => h, fun _ => rfl⟩

/-- On a ring with an even number of sites, the configuration given by the parity of the
site has different species on all neighbouring sites. -/
theorem parity_alternates {N : ℕ} (hN : 2 ∣ N) (g : ZMod N) :
    ZMod.castHom hN (ZMod 2) g ≠ ZMod.castHom hN (ZMod 2) (g + 1) := by
  have key : ∀ x : ZMod 2, x ≠ x + 1 := by decide
  rw [map_add, map_one]
  exact key _

/-- On a ring with an even number of sites and `J > 0`, the ground states of the binary alloy
are exactly the configurations in which all neighbours are unlike. -/
theorem ring_isGroundState_iff {N : ℕ} [NeZero N] (hN : 2 ∣ N) {J : ℝ} (hJ : 0 < J)
    (σ : ZMod N → ZMod 2) :
    IsGroundState (pair N) (bond J) σ ↔ ∀ g, σ g ≠ σ (g + 1) := by
  have key := isGroundState_iff (b := pair N) (neg_le_bond hJ)
    (σ₀ := fun g => ZMod.castHom hN (ZMod 2) g)
    (fun g => (bond_eq_iff hJ _ g).2 (parity_alternates hN g)) σ
  exact key.trans (forall_congr' fun g => bond_eq_iff hJ σ g)

/-- For `J > 0` some configuration of the binary alloy on a ring of `N` sites reaches the
lower bound `-N J` exactly when `N` is even. -/
theorem ring_bound_attained_iff {N : ℕ} [NeZero N] {J : ℝ} (hJ : 0 < J) :
    (∃ σ : ZMod N → ZMod 2, energy (pair N) (bond J) σ = (N : ℝ) * (-J)) ↔ 2 ∣ N := by
  have key : ∀ σ : ZMod N → ZMod 2,
      energy (pair N) (bond J) σ = (N : ℝ) * (-J) ↔ ∀ g, σ g ≠ σ (g + 1) := by
    intro σ
    have h := energy_eq_iff (b := pair N) (neg_le_bond hJ) σ
    rw [ZMod.card] at h
    exact h.trans (forall_congr' fun g => bond_eq_iff hJ σ g)
  constructor
  · rintro ⟨σ, hσ⟩
    have two : ∀ x y : ZMod 2, x ≠ y → y = x + 1 := by decide
    have step : ∀ g, σ (g + 1) = σ g + 1 := fun g => two _ _ ((key σ).1 hσ g)
    -- summing the alternation once around the ring gives `N = 0` modulo 2
    have s : ∑ g, σ (g + 1) = ∑ g, σ g := Equiv.sum_comp (Equiv.addRight (1 : ZMod N)) σ
    simp only [step, sum_add_distrib, sum_const, card_univ, ZMod.card, nsmul_eq_mul,
      mul_one] at s
    have hz : (N : ZMod 2) = 0 := by linear_combination s
    exact (CharP.cast_eq_zero_iff (ZMod 2) 2 N).1 hz
  · intro hN
    exact ⟨fun g => ZMod.castHom hN (ZMod 2) g, (key _).2 (parity_alternates hN)⟩

end

end BlockGroundStates
```

```lean
#print axioms BlockGroundStates.isGroundState_iff_shift
#print axioms BlockGroundStates.ring_isGroundState_iff
#print axioms BlockGroundStates.ring_bound_attained_iff
```

```
'BlockGroundStates.isGroundState_iff_shift' depends on axioms: [propext, Classical.choice, Quot.sound]
'BlockGroundStates.ring_isGroundState_iff' depends on axioms: [propext, Classical.choice, Quot.sound]
'BlockGroundStates.ring_bound_attained_iff' depends on axioms: [propext, Classical.choice, Quot.sound]
```

## From the sums to the Lean proof

`card_mul_le_energy` writes $N h_0$ as a constant sum and compares it term by term using `sum_le_sum`. `energy_eq_iff` handles equality through `sum_eq_sum_iff_of_le`, the statement that termwise ordered sums agree only if all terms agree.

`isGroundState_iff` first replaces the blockwise condition by $H(\sigma) = N h_0$. The comparison with $\sigma_0$ supplies one inequality, the general bound the other, and `le_antisymm` joins them.

In `energy_shift`, `Equiv.sum_comp` with `Equiv.addRight a` is the change of summation variable $g \mapsto g + a$; `linarith` then cancels the two site sums. `isGroundState_iff_shift` applies the criterion to the shifted block energy and carries the result back by this equality.

For the ring, `neg_le_bond` provides the bound and `bond_eq_iff` translates minimal bond energy into unlike neighbours. The map `ZMod.castHom hN (ZMod 2)` is reduction modulo 2, available because `hN` says that $2$ divides $N$. `parity_alternates` shows that it alternates, and `ring_isGroundState_iff` uses it as $\sigma_0$.

In `ring_bound_attained_iff`, `step` is the relation $\sigma(g+1) = \sigma(g)+1$ and `s` is the translated sum. Together they give `hz`, that $N = 0$ in $\mathbb Z/2$, which is then read as divisibility by $2$. The reverse direction uses the parity configuration again.
